# The tricritical point of the mean-field Blume-Capel model: T = J/3 and D = (J/3) ln 4

**Q:** Before I believe any theorem, I want the conventions. Which free energy is this, and what are $J$, $D$ and $T$?

**A:** Each site carries a spin $s\in\{-1,0,1\}$. In mean field it feels a molecular field $Jm$, where $m$ is the magnetization, and its energy is $-Jms+Ds^2$. A positive crystal field $D$ therefore favours the nonmagnetic state $s=0$. Temperature is in energy units, $k_B=1$, and $J$ is the total coupling of a site to its neighbours, not the strength of one bond. The one-site partition function $Z$ is `siteZ`, and the free energy per site is $f(m)=Jm^2/2-T\ln Z$.

```lean
import Mathlib

open Real

namespace BlumeCapelTricritical

noncomputable section

/-- One-site partition function: spins -1, 0, 1 in the molecular field `J m`
with crystal field `D` at temperature `T`. -/
def siteZ (J T D m : ℝ) : ℝ :=
  ∑ s ∈ ({-1, 0, 1} : Finset ℤ), exp ((J * m * (s : ℝ) - D * (s : ℝ) ^ 2) / T)

/-- Mean-field free energy per site as a function of the magnetization `m`. -/
def freeEnergy (J T D m : ℝ) : ℝ := J * m ^ 2 / 2 - T * log (siteZ J T D m)
```

**Q:** Is $m$ an equilibrium value here?

**A:** No, it is a trial value. It equals the mean spin of a site in the field $Jm$ only where $f'(m)=0$, and equilibrium corresponds to the global minimum of $f$. Two abbreviations help: $a=2e^{-D/T}$, the weight of the two magnetic states at $m=0$, and $q=a/(1+a)$, the fraction of sites in those states at $m=0$.

```lean
/-- Total Boltzmann weight of the two magnetic states at zero molecular field (`m = 0`). -/
def weight (T D : ℝ) : ℝ := 2 * exp (-D / T)

/-- Fraction of sites in a magnetic state at zero molecular field (`m = 0`). -/
def magneticFraction (T D : ℝ) : ℝ := weight T D / (1 + weight T D)
```

The next three definitions are candidate formulas for $f'$, $f''$ and $f'''$. As definitions they claim nothing; lemmas further down prove that they are the derivatives.

```lean
/-- Closed form of the first derivative of the free energy. -/
def slope (J T D m : ℝ) : ℝ :=
  J * m - J * (weight T D * sinh (J * m / T) / (1 + weight T D * cosh (J * m / T)))

/-- Closed form of the second derivative of the free energy. -/
def curvature (J T D m : ℝ) : ℝ :=
  J - J ^ 2 / T * (weight T D * (weight T D + cosh (J * m / T)) /
    (1 + weight T D * cosh (J * m / T)) ^ 2)

/-- Closed form of the third derivative of the free energy. -/
def third (J T D m : ℝ) : ℝ :=
  -(J ^ 3 / T ^ 2) * (weight T D * sinh (J * m / T) *
    (1 - weight T D * cosh (J * m / T) - 2 * weight T D ^ 2) /
    (1 + weight T D * cosh (J * m / T)) ^ 3)
```

**Q:** Show me where they come from, and how the tricritical point follows.

**A:** Write $c=\cosh(Jm/T)$ and $S=\sinh(Jm/T)$. The three Boltzmann factors sum to $Z=1+ac$, so
$$f'=Jm-J\,\frac{aS}{1+ac}.$$
In the next derivative the quotient rule gives the numerator $ac(1+ac)-a^2S^2=a(a+c)$, because $c^2-S^2=1$. Hence
$$f''=J-\frac{J^2}{T}\frac{a(a+c)}{(1+ac)^2},\qquad f'''=-\frac{J^3}{T^2}\frac{aS(1-ac-2a^2)}{(1+ac)^3}.$$
At $m=0$ we have $c=1$ and $S=0$, so only the derivative of $S$ contributes to the fourth derivative. Since $1-a-2a^2=(1+a)(1-2a)$,
$$f''(0)=J-\frac{J^2q}{T},\qquad f''''(0)=-\frac{J^4}{T^3}\frac{a(1-2a)}{(1+a)^2}=-\frac{J^4}{T^3}\,q(1-3q).$$

At the tricritical point the line of continuous transitions turns into a first-order line, and the quadratic and quartic coefficients of $f$ at $m=0$ both vanish. If $f''(0)=0$, then $q=T/J$, and substitution gives $f''''(0)=(J^2/T^2)(3T-J)$. This vanishes only at $T=J/3$. Then $q=1/3$, so $a=1/2$, $e^{-D/T}=1/4$ and $D=T\ln4=(J/3)\ln4$. Conversely, these values give $a=1/2$ and $q=1/3$, and both derivatives vanish.

**Q:** Two vanishing derivatives are a local condition. A first-order jump could already have moved the equilibrium elsewhere.

**A:** That needs a separate argument. At the point found, $a=1/2$ and $J/T=3$, so
$$f''(m)=J-3J\,\frac{1+2c}{(c+2)^2}=J\left(\frac{c-1}{c+2}\right)^2,$$
which is positive for $m\ne0$. Thus $f'$ increases strictly from $f'(0)=0$ on $m\ge0$, and so does $f$ from $f(0)$. Since $f$ is even, $m=0$ is the strict global minimum.

**Q:** What exactly do the formal theorems say?

**A:** `tricritical_iff` takes real $J,T>0$ and any real $D$. It says that `iteratedDeriv 2` and `iteratedDeriv 4` of `freeEnergy J T D`, taken with respect to $m$ at $0$, both vanish if and only if $T=J/3$ and $D=(J/3)\ln4$. `tricritical_strict_minimum` fixes those values and says $f(0)<f(m)$ for every real $m\neq0$. The condition $J>0$ means ferromagnetic coupling.

**Q:** Lean assigns the value zero to a derivative that does not exist. Could that make the equivalence hollow?

**A:** No. The derivatives are obtained through `HasDerivAt`, which asserts genuine differentiability with a stated value.

**Q:** And what physics is missing?

**A:** The mean-field free energy is the starting point; it is not derived from a many-spin Hamiltonian. The theorems do not trace the first-order line or treat critical exponents. For simulations of the Blume-Capel model on a lattice, the result supplies a reference point within mean-field theory, which neglects the correlations between neighbouring spins.

**Q:** Then take me through the proof, starting with the partition function.

**A:** `siteZ_eq` expands the sum over the three spins and recognises the hyperbolic cosine. The two lemmas after it show that $a>0$ and that the denominator $1+ac$ never vanishes.

```lean
/-- The sum over the three spin states in closed form. -/
theorem siteZ_eq (J T D m : ℝ) :
    siteZ J T D m = 1 + weight T D * cosh (J * m / T) := by
  have h1 : exp ((J * m * (-1) - D * (-1) ^ 2) / T) = exp (-D / T) * exp (-(J * m / T)) := by
    rw [← exp_add]; congr 1; ring
  have h2 : exp ((J * m * 1 - D * 1 ^ 2) / T) = exp (-D / T) * exp (J * m / T) := by
    rw [← exp_add]; congr 1; ring
  have h3 : exp ((J * m * 0 - D * 0 ^ 2) / T) = 1 := by simp
  unfold siteZ weight
  rw [Finset.sum_insert (by decide), Finset.sum_insert (by decide), Finset.sum_singleton]
  push_cast
  rw [h1, h2, h3, cosh_eq]
  ring

private lemma weight_pos (T D : ℝ) : 0 < weight T D := by unfold weight; positivity

private lemma den_ne (T D x : ℝ) : 1 + weight T D * cosh x ≠ 0 := by
  have := mul_pos (weight_pos T D) (cosh_pos x)
  linarith
```

Next come the chain-rule ingredients: the derivatives of $Jm/T$, of $S$ and of $1+ac$.

```lean
private lemma d_arg (J T m : ℝ) : HasDerivAt (fun x : ℝ => J * x / T) (J / T) m :=
  (((hasDerivAt_id' m).const_mul J).div_const T).congr_deriv (by ring)

private lemma d_sinh (J T m : ℝ) :
    HasDerivAt (fun x : ℝ => sinh (J * x / T)) (cosh (J * m / T) * (J / T)) m :=
  (d_arg J T m).sinh

private lemma d_den (J T D m : ℝ) :
    HasDerivAt (fun x : ℝ => 1 + weight T D * cosh (J * x / T))
      (weight T D * (sinh (J * m / T) * (J / T))) m :=
  ((d_arg J T m).cosh.const_mul (weight T D)).const_add 1
```

`d_free` differentiates the logarithm and cancels $T\cdot(J/T)=J$. `d_slope` applies the quotient rule, and `cosh_sq` supplies the identity that simplified the numerator above.

```lean
private lemma d_free {J T : ℝ} (D : ℝ) (hT : 0 < T) (m : ℝ) :
    HasDerivAt (freeEnergy J T D) (slope J T D m) m := by
  have hf : freeEnergy J T D =
      fun x => J * x ^ 2 / 2 - T * log (1 + weight T D * cosh (J * x / T)) := by
    funext x
    simp only [freeEnergy, siteZ_eq]
  have h0 : HasDerivAt (fun x : ℝ => x ^ 2) (2 * m) m := by simpa using hasDerivAt_pow 2 m
  have hl : HasDerivAt (fun x : ℝ => log (1 + weight T D * cosh (J * x / T)))
      (weight T D * (sinh (J * m / T) * (J / T)) / (1 + weight T D * cosh (J * m / T))) m :=
    (d_den J T D m).log (den_ne T D _)
  rw [hf]
  refine (((h0.const_mul J).div_const 2).fun_sub (hl.const_mul T)).congr_deriv ?_
  have hJ : T * (J / T) = J := by field_simp
  unfold slope
  linear_combination (-(weight T D * sinh (J * m / T) /
    (1 + weight T D * cosh (J * m / T)))) * hJ

private lemma d_slope (J T D m : ℝ) :
    HasDerivAt (slope J T D) (curvature J T D m) m := by
  have hq : HasDerivAt
      (fun x : ℝ => weight T D * sinh (J * x / T) / (1 + weight T D * cosh (J * x / T)))
      (J / T * (weight T D * (weight T D + cosh (J * m / T))) /
        (1 + weight T D * cosh (J * m / T)) ^ 2) m := by
    refine (((d_sinh J T m).const_mul (weight T D)).fun_div (d_den J T D m)
      (den_ne T D _)).congr_deriv ?_
    congr 1
    linear_combination (J / T * weight T D ^ 2) * cosh_sq (J * m / T)
  refine (((hasDerivAt_id' m).const_mul J).fun_sub (hq.const_mul J)).congr_deriv ?_
  unfold curvature
  ring
```

For the third derivative, the proof replaces $c$, $S$ and $a$ by plain variables once the calculus is done, leaving algebra for `field_simp` and `ring`. The fourth derivative is needed only at $m=0$, so `d_third` evaluates it there and expresses it through $q$.

```lean
private lemma d_curvature {J T : ℝ} (D : ℝ) (hT : 0 < T) (m : ℝ) :
    HasDerivAt (curvature J T D) (third J T D m) m := by
  have hne := den_ne T D (J * m / T)
  have h2 : HasDerivAt (fun x : ℝ => (1 + weight T D * cosh (J * x / T)) ^ 2)
      (2 * (1 + weight T D * cosh (J * m / T)) *
        (weight T D * (sinh (J * m / T) * (J / T)))) m :=
    ((d_den J T D m).fun_pow 2).congr_deriv (by norm_num)
  have hn : HasDerivAt (fun x : ℝ => weight T D * (weight T D + cosh (J * x / T)))
      (weight T D * (sinh (J * m / T) * (J / T))) m :=
    ((d_arg J T m).cosh.const_add (weight T D)).const_mul (weight T D)
  refine (((hn.fun_div h2 (pow_ne_zero 2 hne)).const_mul (J ^ 2 / T)).const_sub J).congr_deriv ?_
  unfold third
  generalize cosh (J * m / T) = c at hne ⊢
  generalize sinh (J * m / T) = s
  generalize weight T D = a at hne ⊢
  field_simp
  ring

private lemma d_third {J T : ℝ} (D : ℝ) (hT : 0 < T) :
    HasDerivAt (third J T D)
      (-(J ^ 4 / T ^ 3) * (magneticFraction T D * (1 - 3 * magneticFraction T D))) 0 := by
  have hn := ((d_sinh J T 0).const_mul (weight T D)).fun_mul
    ((((d_arg J T 0).cosh.const_mul (weight T D)).const_sub 1).sub_const (2 * weight T D ^ 2))
  have h := (hn.fun_div ((d_den J T D 0).fun_pow 3)
    (pow_ne_zero 3 (den_ne T D _))).const_mul (-(J ^ 3 / T ^ 2))
  refine h.congr_deriv ?_
  have hne : 1 + weight T D ≠ 0 := by linarith [weight_pos T D]
  unfold magneticFraction
  simp only [mul_zero, zero_mul, zero_div, cosh_zero, sinh_zero, mul_one, one_mul,
    add_zero, sub_zero, neg_zero]
  generalize weight T D = a at hne ⊢
  field_simp
  ring
```

**Q:** How do these become statements about iterated derivatives?

**A:** `iter_two` identifies the second iterated derivative with `curvature` at every $m$, not just at zero, which is what allows further differentiation. The two theorems after it give $f''(0)$ and $f''''(0)$ in terms of $q$.

```lean
private lemma iter_two {J T : ℝ} (D : ℝ) (hT : 0 < T) :
    iteratedDeriv 2 (freeEnergy J T D) = curvature J T D := by
  have h1 : deriv (freeEnergy J T D) = slope J T D := funext fun m => (d_free D hT m).deriv
  have h2 : iteratedDeriv 2 (freeEnergy J T D) = deriv (iteratedDeriv 1 (freeEnergy J T D)) :=
    iteratedDeriv_succ
  rw [h2, iteratedDeriv_one, h1]
  exact funext fun m => (d_slope J T D m).deriv

/-- The second derivative of the free energy at `m = 0`, in terms of the magnetic fraction. -/
theorem second_derivative {J T : ℝ} (D : ℝ) (hT : 0 < T) :
    iteratedDeriv 2 (freeEnergy J T D) 0 = J - J ^ 2 / T * magneticFraction T D := by
  have hne : 1 + weight T D ≠ 0 := by linarith [weight_pos T D]
  rw [iter_two D hT]
  unfold curvature magneticFraction
  simp only [mul_zero, zero_div, cosh_zero, mul_one]
  have : weight T D * (weight T D + 1) / (1 + weight T D) ^ 2
      = weight T D / (1 + weight T D) := by
    rw [div_eq_div_iff (pow_ne_zero 2 hne) hne]
    ring
  rw [this]

/-- The fourth derivative of the free energy at `m = 0`, in terms of the magnetic fraction. -/
theorem fourth_derivative {J T : ℝ} (D : ℝ) (hT : 0 < T) :
    iteratedDeriv 4 (freeEnergy J T D) 0 =
      -(J ^ 4 / T ^ 3) * (magneticFraction T D * (1 - 3 * magneticFraction T D)) := by
  have h3 : iteratedDeriv 3 (freeEnergy J T D) = deriv (iteratedDeriv 2 (freeEnergy J T D)) :=
    iteratedDeriv_succ
  have h4 : iteratedDeriv 4 (freeEnergy J T D) = deriv (iteratedDeriv 3 (freeEnergy J T D)) :=
    iteratedDeriv_succ
  have hc : deriv (curvature J T D) = third J T D := funext fun m => (d_curvature D hT m).deriv
  rw [h4, h3, iter_two D hT, hc]
  exact (d_third D hT).deriv
```

**Q:** Where does the sign change at $T=J/3$ enter?

**A:** `critical_line` factors $f''(0)=(J/T)(T-Jq)$, so it vanishes exactly when $Jq=T$. `fourth_on_critical_line` inserts $q=T/J$ into the fourth derivative. Along this line the quartic coefficient is positive for $T>J/3$ and negative for $T<J/3$; in the latter case $m=0$ is a local maximum, so it cannot be the equilibrium state. Despite the theorem's name, that part of the line is therefore not a line of continuous transitions.

```lean
/-- The second derivative at `m = 0` vanishes exactly when `J` times the magnetic fraction
equals the temperature. -/
theorem critical_line {J T : ℝ} (D : ℝ) (hJ : 0 < J) (hT : 0 < T) :
    iteratedDeriv 2 (freeEnergy J T D) 0 = 0 ↔ J * magneticFraction T D = T := by
  have e : J - J ^ 2 / T * magneticFraction T D
      = J / T * (T - J * magneticFraction T D) := by field_simp
  rw [second_derivative D hT, e, mul_eq_zero, or_iff_right (div_pos hJ hT).ne', sub_eq_zero]
  exact eq_comm

/-- Where the second derivative at `m = 0` vanishes, the fourth derivative there is
`(J² / T²) (3 T - J)`. -/
theorem fourth_on_critical_line {J T D : ℝ} (hJ : 0 < J) (hT : 0 < T)
    (h : iteratedDeriv 2 (freeEnergy J T D) 0 = 0) :
    iteratedDeriv 4 (freeEnergy J T D) 0 = J ^ 2 / T ^ 2 * (3 * T - J) := by
  have hq : magneticFraction T D = T / J := by
    rw [eq_div_iff hJ.ne', mul_comm]
    exact (critical_line D hJ hT).1 h
  rw [fourth_derivative D hT, hq]
  field_simp
  ring
```

The step from weight to crystal field, $a=1/2\iff D=T\ln4$, is a lemma of its own, proved with logarithms one way and exponentials the other.

```lean
private lemma weight_half_iff {T : ℝ} (D : ℝ) (hT : 0 < T) :
    weight T D = 1 / 2 ↔ D = T * log 4 := by
  unfold weight
  constructor
  · intro h
    have he : exp (-D / T) = (4 : ℝ)⁻¹ := by linarith
    have hl : -D / T = -log 4 := by rw [← log_inv, ← he, log_exp]
    rw [div_eq_iff hT.ne'] at hl
    linarith
  · intro h
    have hl : -D / T = -log 4 := by
      rw [div_eq_iff hT.ne', h]
      ring
    rw [hl, exp_neg, exp_log (by norm_num)]
    norm_num
```

The main theorem then follows the derivation by hand. Forwards, the fourth derivative fixes $T$, and the critical line fixes $q$, then $a$, then $D$. Backwards, $a=1/2$ gives $q=1/3$, and both formulas evaluate to zero.

```lean
/-- Blume-Capel tricritical point: the second and fourth derivatives of the mean-field free
energy at `m = 0` both vanish if and only if `T = J/3` and `D = (J/3) ln 4`. -/
theorem tricritical_iff {J T : ℝ} (D : ℝ) (hJ : 0 < J) (hT : 0 < T) :
    (iteratedDeriv 2 (freeEnergy J T D) 0 = 0 ∧ iteratedDeriv 4 (freeEnergy J T D) 0 = 0) ↔
      (T = J / 3 ∧ D = J / 3 * log 4) := by
  have hw := weight_pos T D
  have hne : 1 + weight T D ≠ 0 := by linarith
  constructor
  · rintro ⟨h2, h4⟩
    -- the fourth derivative on the critical line fixes the temperature
    rw [fourth_on_critical_line hJ hT h2] at h4
    have hpos : J ^ 2 / T ^ 2 ≠ 0 := by positivity
    have hTJ : T = J / 3 := by linarith [(mul_eq_zero.1 h4).resolve_left hpos]
    -- the critical line then fixes the crystal field
    have hq := (critical_line D hJ hT).1 h2
    have hq3 : magneticFraction T D = 1 / 3 := by
      apply mul_left_cancel₀ hJ.ne'
      linarith
    unfold magneticFraction at hq3
    rw [div_eq_iff hne] at hq3
    have hD := (weight_half_iff D hT).1 (by linarith)
    exact ⟨hTJ, by rw [← hTJ]; exact hD⟩
  · rintro ⟨hTJ, hD⟩
    have ha : weight T D = 1 / 2 := (weight_half_iff D hT).2 (by rw [hTJ]; exact hD)
    have hq : magneticFraction T D = 1 / 3 := by
      unfold magneticFraction
      rw [ha]
      norm_num
    refine ⟨(critical_line D hJ hT).2 (by rw [hq, hTJ]; ring), ?_⟩
    rw [fourth_derivative D hT, hq]
    norm_num
```

**Q:** And the global minimum?

**A:** `hcurv` establishes the perfect square and its positivity for $m>0$. Mathlib's `strictMonoOn_of_deriv_pos` is used twice, first to show that the slope increases and then that the free energy does. `heven` is spin-reversal symmetry, which carries the inequality to negative $m$.

```lean
/-- At `T = J/3` and `D = (J/3) ln 4` the free energy has its strict global minimum
at `m = 0`. -/
theorem tricritical_strict_minimum {J m : ℝ} (hJ : 0 < J) (hm : m ≠ 0) :
    freeEnergy J (J / 3) (J / 3 * log 4) 0 < freeEnergy J (J / 3) (J / 3 * log 4) m := by
  have hT : 0 < J / 3 := by positivity
  have ha := (weight_half_iff (J / 3 * log 4) hT).2 rfl
  generalize J / 3 * log 4 = D at ha ⊢
  -- the curvature is positive for positive magnetization
  have hcurv : ∀ x : ℝ, 0 < x → 0 < curvature J (J / 3) D x := by
    intro x hx
    have hc : 1 < cosh (J * x / (J / 3)) := one_lt_cosh.2 (by positivity)
    unfold curvature
    rw [ha]
    generalize cosh (J * x / (J / 3)) = c at hc ⊢
    have hc2 : c + 2 ≠ 0 := by linarith
    have e : J - J ^ 2 / (J / 3) * (1 / 2 * (1 / 2 + c) / (1 + 1 / 2 * c) ^ 2)
        = J * ((c - 1) / (c + 2)) ^ 2 := by
      rw [show 1 + 1 / 2 * c = (c + 2) / 2 by ring]
      field_simp
      ring
    rw [e]
    have h1 : 0 < (c - 1) / (c + 2) := div_pos (by linarith) (by linarith)
    positivity
  have hs : StrictMonoOn (slope J (J / 3) D) (Set.Ici 0) := by
    apply strictMonoOn_of_deriv_pos (convex_Ici 0)
    · exact fun x _ => (d_slope J (J / 3) D x).continuousAt.continuousWithinAt
    · intro x hx
      rw [interior_Ici] at hx
      rw [(d_slope J (J / 3) D x).deriv]
      exact hcurv x hx
  have hf : StrictMonoOn (freeEnergy J (J / 3) D) (Set.Ici 0) := by
    apply strictMonoOn_of_deriv_pos (convex_Ici 0)
    · exact fun x _ => (d_free D hT x).continuousAt.continuousWithinAt
    · intro x hx
      rw [interior_Ici] at hx
      have hx' : 0 < x := hx
      rw [(d_free D hT x).deriv]
      have h0 : slope J (J / 3) D 0 = 0 := by simp [slope]
      rw [← h0]
      exact hs (Set.mem_Ici.2 le_rfl) (Set.mem_Ici.2 hx'.le) hx'
  -- spin reversal carries the result to negative m
  have heven : freeEnergy J (J / 3) D (-m) = freeEnergy J (J / 3) D m := by
    unfold freeEnergy
    rw [siteZ_eq, siteZ_eq, show J * -m / (J / 3) = -(J * m / (J / 3)) by ring, cosh_neg, neg_sq]
  rcases lt_or_gt_of_ne hm with h | h
  · rw [← heven]
    exact hf (Set.mem_Ici.2 le_rfl) (Set.mem_Ici.2 (by linarith)) (by linarith)
  · exact hf (Set.mem_Ici.2 le_rfl) (Set.mem_Ici.2 (le_of_lt h)) h

end

end BlumeCapelTricritical
```

```lean
#print axioms BlumeCapelTricritical.tricritical_iff
-- 'BlumeCapelTricritical.tricritical_iff' depends on axioms: [propext, Classical.choice, Quot.sound]
#print axioms BlumeCapelTricritical.tricritical_strict_minimum
-- 'BlumeCapelTricritical.tricritical_strict_minimum' depends on axioms: [propext, Classical.choice, Quot.sound]
```
